# For bounded Hermitian H, the gradient of ⟨ψ, Hψ⟩ with respect to Re⟨·,·⟩ is 2Hψ

A program that lowers the energy $E(\psi)=\mathrm{Re}\langle\psi,H\psi\rangle$ of a trial wavefunction $\psi$ with complex coefficients needs a direction in which to change them, and differentiating $\psi^\dagger H\psi$ with $\psi^\dagger$ held fixed suggests the conjugated vector $\overline{H\psi}$. For a bounded Hermitian Hamiltonian $H$ and a $\psi$ whose norm is free to change, the file below shows that the gradient of $E$ with respect to $\mathrm{Re}\langle\cdot,\cdot\rangle$ is $2H\psi$, and that a step along $\overline{H\psi}$, meant to raise the energy, can lower it.

```lean
import Mathlib

open Asymptotics Topology ComplexConjugate

namespace WavefunctionGradient

noncomputable section

variable {V : Type*} [NormedAddCommGroup V] [InnerProductSpace ℂ V]

/-- The energy `E(ψ) = Re ⟨ψ, H ψ⟩` of a state that need not be normalised. -/
def energy (H : V →L[ℂ] V) (ψ : V) : ℝ := (inner ℂ ψ (H ψ)).re

/-- The real-linear functional `v ↦ 2 Re ⟨H ψ, v⟩`. -/
def energySlope (H : V →L[ℂ] V) (ψ : V) : V →L[ℝ] ℝ :=
  (2 : ℝ) • Complex.reCLM.comp ((innerSL ℂ (H ψ)).restrictScalars ℝ)

/-- The normalised vector `H ψ / ‖H ψ‖`, meant for `H ψ ≠ 0`. -/
def steepestDirection (H : V →L[ℂ] V) (ψ : V) : V := ((‖H ψ‖ : ℂ)⁻¹) • H ψ

/-- The entrywise complex conjugate of a vector in `ℂⁿ`. -/
def conjVec {n : ℕ} (φ : EuclideanSpace ℂ (Fin n)) : EuclideanSpace ℂ (Fin n) :=
  WithLp.toLp 2 (fun i => conj (φ i))

theorem energySlope_apply (H : V →L[ℂ] V) (ψ v : V) :
    energySlope H ψ v = 2 * (inner ℂ (H ψ) v).re := rfl

/-- For Hermitian `H`, the exact expansion of the energy under a finite change `v` of the state. -/
theorem energy_add {H : V →L[ℂ] V} (hH : (H : V →ₗ[ℂ] V).IsSymmetric) (ψ v : V) :
    energy H (ψ + v) = energy H ψ + 2 * (inner ℂ (H ψ) v).re + energy H v := by
  have h1 : inner ℂ ψ (H v) = inner ℂ (H ψ) v := (hH ψ v).symm
  have h2 : (inner ℂ v (H ψ)).re = (inner ℂ (H ψ) v).re := by
    rw [← inner_conj_symm v (H ψ), Complex.conj_re]
  simp only [energy, map_add, inner_add_left, inner_add_right, Complex.add_re, h1, h2]
  ring

/-- The energy of a small vector vanishes faster than the vector itself. -/
theorem energy_isLittleO (H : V →L[ℂ] V) : energy H =o[𝓝 0] (fun v : V => v) := by
  have hO : energy H =O[𝓝 0] (fun v : V => ‖v‖ ^ 2) := by
    refine IsBigO.of_bound ‖H‖ (Filter.Eventually.of_forall fun v => ?_)
    calc ‖energy H v‖ ≤ ‖inner ℂ v (H v)‖ := Complex.abs_re_le_norm _
      _ ≤ ‖v‖ * ‖H v‖ := norm_inner_le_norm _ _
      _ ≤ ‖v‖ * (‖H‖ * ‖v‖) := by gcongr; exact H.le_opNorm v
      _ = ‖H‖ * ‖‖v‖ ^ 2‖ := by rw [Real.norm_of_nonneg (by positivity)]; ring
  exact hO.trans_isLittleO (isLittleO_norm_pow_id (by norm_num))

/-- For Hermitian `H` the real Fréchet derivative of the energy at `ψ` is
`v ↦ 2 Re ⟨H ψ, v⟩`. -/
theorem hasFDerivAt_energy {H : V →L[ℂ] V} (hH : (H : V →ₗ[ℂ] V).IsSymmetric) (ψ : V) :
    HasFDerivAt (energy H) (energySlope H ψ) ψ := by
  refine hasFDerivAt_iff_isLittleO_nhds_zero.2 ((energy_isLittleO H).congr_left fun v => ?_)
  rw [energy_add hH, energySlope_apply]
  ring

/-- For Hermitian `H`, a vector `g` represents the derivative of the energy through `Re ⟨g, v⟩`
exactly when `g = 2 H ψ`. -/
theorem gradient_iff {H : V →L[ℂ] V} (hH : (H : V →ₗ[ℂ] V).IsSymmetric) (ψ g : V) :
    (∀ v, fderiv ℝ (energy H) ψ v = (inner ℂ g v).re) ↔ g = (2 : ℂ) • H ψ := by
  have h2 : ∀ v, (inner ℂ ((2 : ℂ) • H ψ) v).re = 2 * (inner ℂ (H ψ) v).re := by
    intro v
    simp
    ring
  rw [(hasFDerivAt_energy hH ψ).fderiv]
  constructor
  · intro h
    -- test the two representations on their difference
    have h0 : (inner ℂ (g - (2 : ℂ) • H ψ) (g - (2 : ℂ) • H ψ)).re = 0 := by
      rw [inner_sub_left, Complex.sub_re, ← h, h2, energySlope_apply, sub_self]
    have hn : ‖g - (2 : ℂ) • H ψ‖ ^ 2 = 0 := by
      rw [← inner_self_eq_norm_sq (𝕜 := ℂ)]
      exact h0
    exact sub_eq_zero.1 (norm_eq_zero.1 (pow_eq_zero_iff (two_ne_zero)|>.1 hn))
  · rintro rfl v
    rw [h2, energySlope_apply]

/-- For Hermitian `H` with `H ψ ≠ 0`, the unit vector `H ψ / ‖H ψ‖` gives the energy the slope `2 ‖H
ψ‖`, and every other unit vector gives a strictly smaller slope. -/
theorem steepest_ascent {H : V →L[ℂ] V} (hH : (H : V →ₗ[ℂ] V).IsSymmetric) {ψ : V}
    (hψ : H ψ ≠ 0) :
    ‖steepestDirection H ψ‖ = 1 ∧
    fderiv ℝ (energy H) ψ (steepestDirection H ψ) = 2 * ‖H ψ‖ ∧
    ∀ v, ‖v‖ = 1 → v ≠ steepestDirection H ψ →
      fderiv ℝ (energy H) ψ v < 2 * ‖H ψ‖ := by
  have hr : 0 < ‖H ψ‖ := norm_pos_iff.2 hψ
  have hc : (‖H ψ‖ : ℂ) ≠ 0 := Complex.ofReal_ne_zero.2 hr.ne'
  have hu : ‖steepestDirection H ψ‖ = 1 := by
    rw [steepestDirection, norm_smul, norm_inv, Complex.norm_real, norm_norm,
      inv_mul_cancel₀ hr.ne']
  have hs : H ψ = (‖H ψ‖ : ℂ) • steepestDirection H ψ := by
    rw [steepestDirection, smul_smul, mul_inv_cancel₀ hc, one_smul]
  have hin : ∀ v, (inner ℂ (H ψ) v).re
      = ‖H ψ‖ * (inner ℂ (steepestDirection H ψ) v).re := by
    intro v
    conv_lhs => rw [hs]
    rw [inner_smul_left, Complex.conj_ofReal, Complex.re_ofReal_mul]
  rw [(hasFDerivAt_energy hH ψ).fderiv]
  refine ⟨hu, ?_, fun v hv hne => ?_⟩
  · rw [energySlope_apply, hin, inner_self_eq_norm_sq_to_K, hu]
    simp
  · -- distinct unit vectors have overlap with real part below one
    have hpos : 0 < ‖steepestDirection H ψ - v‖ :=
      norm_pos_iff.2 (sub_ne_zero.2 hne.symm)
    have hsq : ‖steepestDirection H ψ - v‖ ^ 2 = ‖steepestDirection H ψ‖ ^ 2
        - 2 * (inner ℂ (steepestDirection H ψ) v).re + ‖v‖ ^ 2 :=
      norm_sub_sq (𝕜 := ℂ) _ _
    rw [hu, hv] at hsq
    have hlt : (inner ℂ (steepestDirection H ψ) v).re < 1 := by nlinarith
    rw [energySlope_apply, hin]
    nlinarith

/-- For Hermitian `H`, the energy is complex differentiable at `ψ` exactly when `H ψ = 0`. -/
theorem complex_differentiable_iff {H : V →L[ℂ] V} (hH : (H : V →ₗ[ℂ] V).IsSymmetric)
    (ψ : V) : DifferentiableAt ℂ (fun φ => (energy H φ : ℂ)) ψ ↔ H ψ = 0 := by
  constructor
  · rintro ⟨L, hL⟩
    have h2 : HasFDerivAt (fun φ => (energy H φ : ℂ))
        (Complex.ofRealCLM.comp (energySlope H ψ)) ψ :=
      Complex.ofRealCLM.hasFDerivAt.comp ψ (hasFDerivAt_energy hH ψ)
    have key : ∀ v, L v = ((energySlope H ψ v : ℝ) : ℂ) := fun v =>
      DFunLike.congr_fun ((hL.restrictScalars ℝ).unique h2) v
    -- a complex-linear map with real values vanishes
    have hI := key (Complex.I • H ψ)
    rw [map_smul, key, smul_eq_mul] at hI
    have h0 : energySlope H ψ (H ψ) = 0 := by
      simpa using congrArg Complex.im hI
    have hn : (inner ℂ (H ψ) (H ψ)).re = ‖H ψ‖ ^ 2 := inner_self_eq_norm_sq (𝕜 := ℂ) _
    rw [energySlope_apply, hn] at h0
    exact norm_eq_zero.1 (by nlinarith [norm_nonneg (H ψ)])
  · intro hψ
    refine ⟨0, hasFDerivAt_iff_isLittleO_nhds_zero.2 (IsLittleO.of_norm_left
      ((energy_isLittleO H).norm_left.congr_left fun v => ?_))⟩
    rw [energy_add hH, hψ]
    simp

/-- For Hermitian `H`, the slope of the energy along the line `ψ + t v`, at `t = 0`, is `2 Re ⟨H ψ,
v⟩`. -/
theorem hasDerivAt_line {H : V →L[ℂ] V} (hH : (H : V →ₗ[ℂ] V).IsSymmetric) (ψ v : V) :
    HasDerivAt (fun t : ℝ => energy H (ψ + (t : ℂ) • v)) (2 * (inner ℂ (H ψ) v).re) 0 := by
  have hexp : (fun t : ℝ => energy H (ψ + (t : ℂ) • v)) = fun t : ℝ =>
      energy H ψ + t * (2 * (inner ℂ (H ψ) v).re) + t ^ 2 * energy H v := by
    funext t
    have ht : energy H ((t : ℂ) • v) = t ^ 2 * energy H v := by
      simp only [energy, map_smul, inner_smul_left, inner_smul_right, Complex.conj_ofReal,
        Complex.re_ofReal_mul]
      ring
    rw [energy_add hH, ht, inner_smul_right, Complex.re_ofReal_mul]
    ring
  rw [hexp]
  have h1 := ((hasDerivAt_id' (0 : ℝ)).mul_const
    (2 * (inner ℂ (H ψ) v).re)).const_add (energy H ψ)
  have h2 := ((hasDerivAt_id' (0 : ℝ)).fun_pow 2).mul_const (energy H v)
  exact (h1.fun_add h2).congr_deriv (by simp)

/-- For Hermitian `H` on `ℂⁿ`, the slope of the energy along the conjugated vector `conj (H ψ)` is
twice the real part of the sum of the squares of its entries. -/
theorem slope_along_conj {n : ℕ}
    {H : EuclideanSpace ℂ (Fin n) →L[ℂ] EuclideanSpace ℂ (Fin n)}
    (hH : (H : EuclideanSpace ℂ (Fin n) →ₗ[ℂ] EuclideanSpace ℂ (Fin n)).IsSymmetric)
    (ψ : EuclideanSpace ℂ (Fin n)) :
    HasDerivAt (fun t : ℝ => energy H (ψ + (t : ℂ) • conjVec (H ψ)))
      (2 * (∑ i, (conj (H ψ i)) ^ 2).re) 0 := by
  refine (hasDerivAt_line hH ψ (conjVec (H ψ))).congr_deriv ?_
  simp only [PiLp.inner_apply, RCLike.inner_apply, conjVec, sq]

/-- The vector in `ℂ¹` whose single entry is `i`. -/
def imaginaryState : EuclideanSpace ℂ (Fin 1) := WithLp.toLp 2 (fun _ => Complex.I)

/-- For `n = 1`, `H = 1` and `ψ = i`, the slope of the energy along `conj (H ψ)` is `-2`. -/
theorem conj_direction_descends :
    HasDerivAt (fun t : ℝ => energy (ContinuousLinearMap.id ℂ (EuclideanSpace ℂ (Fin 1)))
      (imaginaryState + (t : ℂ) • conjVec imaginaryState)) (-2) 0 := by
  have hH : ((ContinuousLinearMap.id ℂ (EuclideanSpace ℂ (Fin 1)) :
      EuclideanSpace ℂ (Fin 1) →L[ℂ] EuclideanSpace ℂ (Fin 1)) :
      EuclideanSpace ℂ (Fin 1) →ₗ[ℂ] EuclideanSpace ℂ (Fin 1)).IsSymmetric :=
    fun _ _ => rfl
  refine (slope_along_conj hH imaginaryState).congr_deriv ?_
  simp [imaginaryState]

end

end WavefunctionGradient
```

```lean
#print axioms WavefunctionGradient.gradient_iff
#print axioms WavefunctionGradient.steepest_ascent
#print axioms WavefunctionGradient.complex_differentiable_iff
#print axioms WavefunctionGradient.conj_direction_descends
```

```
'WavefunctionGradient.gradient_iff' depends on axioms: [propext, Classical.choice, Quot.sound]
'WavefunctionGradient.steepest_ascent' depends on axioms: [propext, Classical.choice, Quot.sound]
'WavefunctionGradient.complex_differentiable_iff' depends on axioms: [propext, Classical.choice, Quot.sound]
'WavefunctionGradient.conj_direction_descends' depends on axioms: [propext, Classical.choice, Quot.sound]
```

## Energies and slopes on a complex state space

The state space `V` is any complex inner product space, of finite or infinite dimension. The inner product is conjugate-linear in its first argument, as in Dirac notation. The Hamiltonian is a continuous complex-linear map `H : V →L[ℂ] V`, and the hypothesis `IsSymmetric` says that $\langle H\phi,\chi\rangle=\langle\phi,H\chi\rangle$ for all $\phi$ and $\chi$. Every Hermitian matrix on $\mathbb C^n$ qualifies. An unbounded operator, such as the kinetic energy on its domain in the space of square-integrable functions, does not.

For Hermitian $H$ the number $\langle\psi,H\psi\rangle$ is already real, so the real part in `energy` discards nothing; it only makes the value a real number in Lean's type system. The state need not be normalised. The expectation value in the corresponding normalised state is $E(\psi)/\|\psi\|^2$ for $\psi\neq0$, and the theorems concern $E$, not this quotient.

The functional `energySlope H ψ` sends a change $v$ of the state to $2\,\mathrm{Re}\langle H\psi,v\rangle$. Its type `V →L[ℝ] ℝ` records that it is linear over the real numbers. The theorem `hasFDerivAt_energy` states that it is the Fréchet derivative of the energy: it gives the first-order change for every small $v$, with an error that vanishes faster than $\|v\|$.

A derivative is a functional, while a gradient is a vector that represents it, so an inner product must be chosen. Here it is $\mathrm{Re}\langle g,v\rangle$, the ordinary dot product of the real and imaginary parts when $V=\mathbb C^n$. With this choice, `gradient_iff` says that $g$ represents the derivative exactly when $g=2H\psi$. If $H\psi\neq0$, `steepest_ascent` adds that $H\psi/\|H\psi\|$ is the unique unit direction of greatest slope, and that this slope is $2\|H\psi\|$.

In electronic structure, $-H\psi$ is therefore the steepest-descent direction for unconstrained complex coefficients in an orthonormal basis with a fixed Hamiltonian matrix; a normalisation constraint in general changes this direction, and the theorems do not cover a Hamiltonian that depends on $\psi$, as in a self-consistent field.

## The exact expansion gives the gradient

Expand the energy of the changed state:

$$E(\psi+v)=\mathrm{Re}\bigl[\langle\psi,H\psi\rangle+\langle\psi,Hv\rangle+\langle v,H\psi\rangle+\langle v,Hv\rangle\bigr].$$

Hermiticity turns the second term into $\langle H\psi,v\rangle$. The third is the complex conjugate of $\langle H\psi,v\rangle$ and has the same real part. Hence

$$E(\psi+v)=E(\psi)+2\,\mathrm{Re}\langle H\psi,v\rangle+E(v),$$

with no approximation. This is `energy_add`, where `h1` is the use of Hermiticity and `h2` the use of conjugate symmetry.

The last term is of second order, because the Cauchy–Schwarz inequality and the operator norm give

$$|E(v)|\le|\langle v,Hv\rangle|\le\|v\|\,\|Hv\|\le\|H\|\,\|v\|^2.$$

The `calc` block of `energy_isLittleO` follows this chain, and the line after it concludes that $E(v)$ vanishes faster than $v$. The middle term of the expansion is therefore the derivative.

For the gradient, suppose that $\mathrm{Re}\langle g,v\rangle=2\,\mathrm{Re}\langle H\psi,v\rangle$ for every $v$, and set $d=g-2H\psi$. Then $\mathrm{Re}\langle d,v\rangle=0$ for every $v$. Choosing $v=d$ gives $\|d\|^2=0$, so $g=2H\psi$. In `gradient_iff`, `h0` is this choice of test vector and `hn` turns the inner product into a squared norm. The converse is direct substitution.

## Every other unit direction climbs more slowly

Let $H\psi\neq0$ and write $u=H\psi/\|H\psi\|$, which is `steepestDirection H ψ`. The slope along $v$ is

$$2\,\mathrm{Re}\langle H\psi,v\rangle=2\|H\psi\|\,\mathrm{Re}\langle u,v\rangle.$$

For $v=u$ this equals $2\|H\psi\|$. For any other unit vector $v$,

$$0<\|u-v\|^2=2-2\,\mathrm{Re}\langle u,v\rangle,$$

so $\mathrm{Re}\langle u,v\rangle<1$ and the slope is strictly smaller. The proof of `steepest_ascent` has the same order: `hin` extracts the factor $\|H\psi\|$, `hsq` expands the squared distance, and `hlt` is the strict bound on the overlap.

The phase of the direction matters. Along $e^{i\theta}u$, with $\theta$ real, the slope is $2\|H\psi\|\cos\theta$, even though $u$ and $e^{i\theta}u$ would describe the same physical state.

## The energy has a complex derivative only where Hψ = 0

Complex differentiability would require a complex-linear map $L$ as the derivative. Such a map is also real-linear, and the real derivative is unique, so $L(v)=2\,\mathrm{Re}\langle H\psi,v\rangle$ for every $v$. All values of $L$ are then real. But $L(iH\psi)=iL(H\psi)$, where the left side is real and the right side is purely imaginary, so both vanish. Therefore

$$0=L(H\psi)=2\|H\psi\|^2,$$

and $H\psi=0$. Conversely, if $H\psi=0$, the expansion reduces to $E(\psi+v)=E(\psi)+E(v)$, and the complex derivative is zero. This is `complex_differentiable_iff`. Its line `key` identifies $L$ with the real derivative, `hI` evaluates it at $iH\psi$, and `h0` takes the imaginary part.

The vector $\overline{H\psi}$ comes from formal differentiation with $\psi^\dagger$ treated as an independent variable. The file does not define that formal operation; it takes the resulting vector, `conjVec (H ψ)`, and measures the slope along it. For a real parameter $t$,

$$E(\psi+tv)=E(\psi)+2t\,\mathrm{Re}\langle H\psi,v\rangle+t^2E(v),$$

so the slope at $t=0$ is $2\,\mathrm{Re}\langle H\psi,v\rangle$, as `hasDerivAt_line` states. On $\mathbb C^n$, inserting $v=\overline{H\psi}$ gives `slope_along_conj`:

$$2\,\mathrm{Re}\sum_i\overline{(H\psi)_i}\,\overline{(H\psi)_i}=2\,\mathrm{Re}\sum_i\overline{(H\psi)_i}^{\,2}.$$

These are squares of complex numbers, not squared moduli, so the real part of their sum can have either sign. If all entries of $H\psi$ are real, the conjugation changes nothing, and a test on real wavefunctions with a real Hamiltonian matrix would not reveal that the direction is wrong in the complex case.

The theorem `conj_direction_descends` takes $n=1$, $H=1$ and $\psi=i$. The conjugated vector is $-i$, and

$$E(i-ti)=|i(1-t)|^2=(1-t)^2,$$

whose derivative at $t=0$ is $-2$. Since $-i$ has unit length and equals $-H\psi$, the supposed ascent direction is the direction of steepest descent. What falls here is the unnormalised energy, through the norm of the state; the normalised expectation value remains $1$ as long as $t\neq1$.

## One remainder criterion for real and complex derivatives

The proof of `hasFDerivAt_energy` and the second half of `complex_differentiable_iff` turn on Mathlib's `hasFDerivAt_iff_isLittleO_nhds_zero`. It says that $f$ has derivative $f'$ at $x$ exactly when

$$f(x+h)-f(x)-f'(h)$$

vanishes faster than $h$ as $h\to0$. With the exact expansion available, no product or chain rule is needed for `hasFDerivAt_energy`: the remainder is $E(h)$ itself. In the code, `congr_left` replaces the known small function `energy H` by this remainder, and `energy_add` proves that the two are equal.

The criterion holds over both the real and the complex numbers, and Lean reads the field from the type of the proposed derivative. In `hasFDerivAt_energy` that type is `V →L[ℝ] ℝ`, so the derivative is real. In the second half of `complex_differentiable_iff` the proposed derivative is the complex-linear zero map, and the same estimate on $E(h)$ proves complex differentiability. The first half moves between the fields with `restrictScalars ℝ`, which regards a complex derivative as a real one so that the two can be compared.
